# Lanczos with $n+1$ orthonormal vectors preserves the starting orbital's moments through order $2n+1$

Take a Hermitian matrix $H$ and one normalised orbital $v_0$. Put $a=v_0^\dagger Hv_0$, which is real, and $r=Hv_0-av_0$, so that $v_0^\dagger r=0$. The one-site chain $T=(a)$ has the correct moments of orders 0 and 1. At order 2,

$$v_0^\dagger H^2v_0=\|Hv_0\|^2=a^2+\|r\|^2,$$

while the chain gives $a^2$. One vector secures two moments, and the residual $r$ first enters through its squared norm.

## From one site to a chain

Let $V$ have orthonormal columns $v_0,\ldots,v_n$, let $e_0,\ldots,e_n$ be the unit vectors of the chain, and suppose

$$HV=VT+re_n^T,\qquad V^\dagger r=0,\qquad T_{ij}=0\ \text{ for } i>j+1.$$

The claim is $v_0^\dagger H^mv_0=(T^m)_{00}$ for $m\le 2n+1$.

Multiplying the first relation by $V^\dagger$ gives $T=V^\dagger HV$. Hence $T$ is Hermitian, and its zeros below the subdiagonal are mirrored above: it is tridiagonal.

Next, $(T^k)_{i0}=0$ for $i>k$. This holds for $k=0$. In $(T^{k+1})_{i0}=\sum_jT_{ij}(T^k)_{j0}$ with $i>k+1$, terms with $j>k$ vanish by induction, and those with $j\le k$ vanish because $i>j+1$.

If $H^kv_0=VT^ke_0$, then

$$H^{k+1}v_0=HVT^ke_0=VT^{k+1}e_0+(T^k)_{n0}\,r.$$

The last term is zero for $k<n$, so $H^kv_0=VT^ke_0$ for all $k\le n$. At $k=n$ the residual appears, but $V^\dagger$ removes it, so $V^\dagger H^kv_0=T^ke_0$ for all $k\le n+1$.

Write $m=a+b$, now with integers $a\le n$ and $b\le n+1$. Then

$$v_0^\dagger H^mv_0=(H^av_0)^\dagger H^bv_0=(T^ae_0)^\dagger V^\dagger H^bv_0=(T^ae_0)^\dagger T^be_0=(T^m)_{00}.$$

For the next order, put $\beta=(T^n)_{n0}=\prod_{i=0}^{n-1}T_{i+1,i}$, with $\beta=1$ when $n=0$. The two parts of $H^{n+1}v_0=VT^{n+1}e_0+\beta r$ are orthogonal, so its squared norm is

$$v_0^\dagger H^{2n+2}v_0=(T^{2n+2})_{00}+|\beta|^2\|r\|^2.$$

## The recursion in a calculation

With $\beta_0=0$, the basic algorithm computes $\alpha_j=v_j^\dagger Hv_j$ and $w=Hv_j-\alpha_jv_j-\beta_jv_{j-1}$, then $\beta_{j+1}=\|w\|$ and, if this is non-zero, $v_{j+1}=w/\beta_{j+1}$. The diagonal of $T$ holds $\alpha_0,\ldots,\alpha_n$, and the diagonals next to it hold $\beta_1,\ldots,\beta_n$; the last $w$, left unnormalised, is $r$. For a finite, non-interacting tight-binding model in an orthonormal basis, the moments are those of the local density of states at the starting orbital. Rounding errors can spoil the orthogonality assumed here, which $V^\dagger V$ monitors.

## The Lanczos relation in Lean

The orbitals form any finite type `ι`; chain sites are `Fin (n + 1)`, counted from zero.

```lean
import Mathlib

open Matrix

namespace LanczosMoments

variable {ι κ : Type*} [Fintype ι] [Fintype κ] {n : ℕ}
```

`firstCol V` is $v_0$, and `firstCol (T ^ k)` is $T^ke_0$.

```lean
/-- The first column of a matrix; for the matrix of Lanczos vectors it is the starting orbital. -/
def firstCol {α : Type*} (A : Matrix α (Fin (n + 1)) ℂ) : α → ℂ := fun i => A i 0
```

The inner product conjugates its left argument, through `star`.

```lean
/-- The `m`-th moment `⟨v, H^m v⟩` of the Hamiltonian `H` in the orbital `v`. -/
def moment [DecidableEq ι] (H : Matrix ι ι ℂ) (v : ι → ℂ) (m : ℕ) : ℂ := star v ⬝ᵥ (H ^ m *ᵥ v)
```

The structure collects the hypotheses. Its `vecMulVec` term is $re_n^T$, and `hess` is the condition on $T$ below its subdiagonal. Hoppings may be complex or zero. The relation is assumed, not derived from a run of the algorithm.

```lean
/-- The Lanczos relation `H V = V T + r eₙᵀ` for a Hermitian `H`, with orthonormal columns `V`, a
matrix `T` that vanishes below its first subdiagonal, and a residual `r` orthogonal to all columns
of `V`. -/
structure LanczosRelation (H : Matrix ι ι ℂ) (V : Matrix ι (Fin (n + 1)) ℂ)
    (T : Matrix (Fin (n + 1)) (Fin (n + 1)) ℂ) (r : ι → ℂ) : Prop where
  herm : H.IsHermitian
  orth : Vᴴ * V = 1
  step : H * V = V * T + vecMulVec r (Pi.single (Fin.last n) 1)
  resid : Vᴴ *ᵥ r = 0
  hess : ∀ i j : Fin (n + 1), j.val + 1 < i.val → T i j = 0
```

## Splitting powers and compressing the Hamiltonian

Taking the first column commutes with multiplication from the left.

```lean
lemma firstCol_mul {α : Type*} (A : Matrix α κ ℂ) (B : Matrix κ (Fin (n + 1)) ℂ) :
    firstCol (A * B) = A *ᵥ firstCol B := rfl
```

Hermiticity moves $H^a$ to the left of the inner product, and the same is done for $T$.

```lean
lemma moment_split [DecidableEq ι] {H : Matrix ι ι ℂ} (hH : H.IsHermitian) (v : ι → ℂ) (a b : ℕ) :
    moment H v (a + b) = star (H ^ a *ᵥ v) ⬝ᵥ (H ^ b *ᵥ v) := by
  rw [moment, star_mulVec, conjTranspose_pow, hH.eq, ← dotProduct_mulVec, mulVec_mulVec,
    ← pow_add]

lemma chain_split {T : Matrix (Fin (n + 1)) (Fin (n + 1)) ℂ} (hT : T.IsHermitian) (a b : ℕ) :
    star (firstCol (T ^ a)) ⬝ᵥ firstCol (T ^ b) = (T ^ (a + b)) 0 0 := by
  rw [pow_add, Matrix.mul_apply]
  simp only [dotProduct, firstCol, Pi.star_apply]
  exact Finset.sum_congr rfl fun j _ => by rw [(hT.pow a).apply 0 j]
```

`compression` is $V^\dagger HV=T$; the residual term drops out by `resid`.

```lean
namespace LanczosRelation

variable {H : Matrix ι ι ℂ} {V : Matrix ι (Fin (n + 1)) ℂ}
  {T : Matrix (Fin (n + 1)) (Fin (n + 1)) ℂ} {r : ι → ℂ}

/-- The chain matrix is the Hamiltonian compressed to the span of the Lanczos vectors. -/
theorem compression (L : LanczosRelation H V T r) : Vᴴ * (H * V) = T := by
  have h0 : Vᴴ * vecMulVec r (Pi.single (Fin.last n) 1) = 0 := by
    ext i j
    have h := congrFun L.resid i
    simp only [mulVec, dotProduct, Pi.zero_apply] at h
    simp only [Matrix.mul_apply, vecMulVec_apply, ← mul_assoc, ← Finset.sum_mul, h, zero_mul,
      Matrix.zero_apply]
  rw [L.step, Matrix.mul_add, h0, add_zero, ← Matrix.mul_assoc, L.orth, Matrix.one_mul]
```

Hermiticity and full tridiagonality follow.

```lean
/-- The chain matrix is Hermitian and couples only neighbouring sites of the chain. -/
theorem hermitian_tridiagonal (L : LanczosRelation H V T r) :
    T.IsHermitian ∧ ∀ i j : Fin (n + 1),
      (i.val + 1 < j.val ∨ j.val + 1 < i.val) → T i j = 0 := by
  have hT : T.IsHermitian := by
    unfold Matrix.IsHermitian
    rw [← L.compression, conjTranspose_mul, conjTranspose_mul, conjTranspose_conjTranspose,
      L.herm.eq, Matrix.mul_assoc]
  refine ⟨hT, fun i j h => ?_⟩
  rcases h with h | h
  · rw [← hT.apply i j, L.hess j i h, star_zero]
  · exact L.hess i j h
```

## Propagation along the chain

`step_apply` is the Lanczos relation acting on a chain vector $x$.

```lean
lemma step_apply (L : LanczosRelation H V T r) (x : Fin (n + 1) → ℂ) :
    H *ᵥ (V *ᵥ x) = V *ᵥ (T *ᵥ x) + x (Fin.last n) • r := by
  rw [mulVec_mulVec, L.step, add_mulVec, ← mulVec_mulVec]
  congr 1
  ext i
  simp [mulVec, dotProduct, vecMulVec_apply, Pi.single_apply, mul_comm]
```

The induction on reach splits the sum at $j>k$, as above.

```lean
/-- After `k` applications of `T` to the first site, no amplitude lies beyond site `k` (counted from
zero). -/
theorem pow_reach (L : LanczosRelation H V T r) (k : ℕ) :
    ∀ i : Fin (n + 1), k < i.val → (T ^ k) i 0 = 0 := by
  induction k with
  | zero =>
    intro i hi
    rw [pow_zero]
    exact Matrix.one_apply_ne (fun h => by simp [h] at hi)
  | succ k ih =>
    intro i hi
    rw [pow_succ', Matrix.mul_apply]
    refine Finset.sum_eq_zero fun j _ => ?_
    by_cases hj : k < j.val
    · rw [ih j hj, mul_zero]
    · rw [L.hess i j (by omega), zero_mul]
```

At the front only $j=k$ contributes, which gives the product of hoppings.

```lean
/-- The amplitude that reaches site `k` in `k` hops is the product of the `k` hoppings passed. -/
theorem pow_front (L : LanczosRelation H V T r) (k : ℕ) : ∀ hk : k ≤ n,
    (T ^ k) ⟨k, by omega⟩ 0 =
      ∏ i : Fin k, T ⟨i.val + 1, by omega⟩ ⟨i.val, by omega⟩ := by
  induction k with
  | zero => intro hk; simp
  | succ k ih =>
    intro hk
    rw [pow_succ', Matrix.mul_apply, Finset.sum_eq_single (⟨k, by omega⟩ : Fin (n + 1)),
      ih (by omega), Fin.prod_univ_castSucc]
    · exact mul_comm _ _
    · intro j _ hj
      have hjk : j.val ≠ k := fun h => hj (Fin.ext h)
      by_cases h : k < j.val
      · rw [L.pow_reach k j h, mul_zero]
      · rw [L.hess _ j (by simp only; omega), zero_mul]
    · intro h
      exact absurd (Finset.mem_univ _) h
```

`krylov` uses the reach to remove the residual; `projection` gains one more power through `compression`.

```lean
variable [DecidableEq ι]

/-- Up to power `n`, the Hamiltonian acts on the starting orbital exactly as the chain does. -/
theorem krylov (L : LanczosRelation H V T r) (k : ℕ) (hk : k ≤ n) :
    H ^ k *ᵥ firstCol V = V *ᵥ firstCol (T ^ k) := by
  induction k with
  | zero => rw [pow_zero, pow_zero, one_mulVec, ← firstCol_mul, Matrix.mul_one]
  | succ k ih =>
    -- the residual is not yet reached
    have h0 : firstCol (T ^ k) (Fin.last n) = 0 :=
      L.pow_reach k (Fin.last n) (by simp only [Fin.val_last]; omega)
    rw [pow_succ', ← mulVec_mulVec, ih (by omega), L.step_apply, h0, zero_smul, add_zero,
      pow_succ', firstCol_mul]

lemma projection (L : LanczosRelation H V T r) (k : ℕ) (hk : k ≤ n + 1) :
    Vᴴ *ᵥ (H ^ k *ᵥ firstCol V) = firstCol (T ^ k) := by
  cases k with
  | zero => rw [pow_zero, pow_zero, one_mulVec, ← firstCol_mul, L.orth]
  | succ k =>
    have h : Vᴴ *ᵥ (H *ᵥ (V *ᵥ firstCol (T ^ k))) = (Vᴴ * (H * V)) *ᵥ firstCol (T ^ k) := by
      simp only [mulVec_mulVec]
    rw [pow_succ', ← mulVec_mulVec, L.krylov k (by omega), h, L.compression, pow_succ',
      firstCol_mul]
```

## The moments and the first defect

The proof chooses $b=\min(m,n+1)$ and $a=m-b$, then follows the displayed chain of equalities.

```lean
/-- **Lanczos moments.** A chain of `n + 1` sites reproduces the moments of the Hamiltonian in
the starting orbital up to order `2(n + 1) - 1 = 2n + 1`. -/
theorem moment_eq (L : LanczosRelation H V T r) (m : ℕ) (hm : m ≤ 2 * n + 1) :
    moment H (firstCol V) m = (T ^ m) 0 0 := by
  -- share the powers between the two sides of the inner product
  obtain ⟨a, b, ha, hb, rfl⟩ : ∃ a b, a ≤ n ∧ b ≤ n + 1 ∧ m = a + b :=
    ⟨m - min m (n + 1), min m (n + 1), by omega, by omega, by omega⟩
  rw [moment_split L.herm, L.krylov a ha, star_mulVec, ← dotProduct_mulVec,
    L.projection b hb, chain_split L.hermitian_tridiagonal.1]
```

In the defect formula, `hw` is the decomposition of $H^{n+1}v_0$ and `ho` the orthogonality of its parts.

```lean
/-- At order `2n + 2` the exact moment exceeds that of the chain by the squared modulus of the
product of all hoppings times the squared norm of the residual. -/
theorem moment_defect (L : LanczosRelation H V T r) :
    moment H (firstCol V) (2 * n + 2) = (T ^ (2 * n + 2)) 0 0 +
      ((‖∏ i : Fin n, T i.succ i.castSucc‖ ^ 2 * ∑ i, ‖r i‖ ^ 2 : ℝ) : ℂ) := by
  have hp : firstCol (T ^ n) (Fin.last n) = ∏ i : Fin n, T i.succ i.castSucc :=
    L.pow_front n le_rfl
  rw [← hp]
  have hw : H ^ (n + 1) *ᵥ firstCol V =
      V *ᵥ firstCol (T ^ (n + 1)) + firstCol (T ^ n) (Fin.last n) • r := by
    rw [pow_succ' H, ← mulVec_mulVec, L.krylov n le_rfl, L.step_apply, pow_succ' T,
      firstCol_mul]
  have ho : star r ⬝ᵥ (V *ᵥ firstCol (T ^ (n + 1))) = 0 := by
    have h := congrArg star L.resid
    rw [star_mulVec, conjTranspose_conjTranspose, star_zero] at h
    rw [dotProduct_mulVec, h, zero_dotProduct]
  have hz : ∀ z : ℂ, star z * z = ((‖z‖ ^ 2 : ℝ) : ℂ) := fun z => by
    rw [Complex.ofReal_pow]
    exact Complex.conj_mul' z
  have hr : star r ⬝ᵥ r = ((∑ i, ‖r i‖ ^ 2 : ℝ) : ℂ) := by
    rw [Complex.ofReal_sum]
    exact Finset.sum_congr rfl fun i _ => hz (r i)
  have hP := L.projection (n + 1) le_rfl
  rw [hw, mulVec_add, mulVec_smul, L.resid, smul_zero, add_zero] at hP
  -- the chain part and the residual part are orthogonal
  rw [show 2 * n + 2 = (n + 1) + (n + 1) by ring, moment_split L.herm, hw, star_add,
    add_dotProduct, star_smul, smul_dotProduct, star_mulVec, ← dotProduct_mulVec,
    mulVec_add, mulVec_smul, L.resid, smul_zero, add_zero, hP, dotProduct_add, ho,
    dotProduct_smul, chain_split L.hermitian_tridiagonal.1, hr, Complex.ofReal_mul, ← hz]
  simp only [smul_eq_mul]
  ring
```

If every hopping is non-zero, $|\beta|^2>0$, so agreement at order $2n+2$ forces $\|r\|^2=0$.

```lean
/-- If no hopping of the chain vanishes, the chain reproduces the moment of order `2n + 2` if and
only if the residual is zero. -/
theorem next_moment_iff (L : LanczosRelation H V T r)
    (hβ : ∀ i : Fin n, T i.succ i.castSucc ≠ 0) :
    moment H (firstCol V) (2 * n + 2) = (T ^ (2 * n + 2)) 0 0 ↔ r = 0 := by
  rw [L.moment_defect]
  constructor
  · intro h
    have h1 : ((‖∏ i : Fin n, T i.succ i.castSucc‖ ^ 2 * ∑ i, ‖r i‖ ^ 2 : ℝ) : ℂ) = 0 := by
      linear_combination h
    have h2 := (mul_eq_zero.mp (Complex.ofReal_eq_zero.mp h1)).resolve_left
      (pow_ne_zero 2 (norm_ne_zero_iff.mpr (Finset.prod_ne_zero_iff.mpr fun i _ => hβ i)))
    ext i
    have h3 := (Finset.sum_eq_zero_iff_of_nonneg fun i _ => sq_nonneg ‖r i‖).mp h2 i
      (Finset.mem_univ i)
    exact norm_eq_zero.mp (pow_eq_zero_iff (two_ne_zero)|>.mp h3)
  · intro h
    simp [h]

end LanczosRelation
```

## Three steps on a four-site chain

Here $n=2$ and the residual is the fourth site. Counting closed walks of length 6 from the end gives 5 on four sites and 4 on three; the difference is $|\beta|^2\|r\|^2=1$. The Lean statement verifies the Lanczos relation for these matrices.

```lean
/-- The open four-site chain with unit hopping, started at its end, satisfies the Lanczos
relation after three steps with a non-zero residual on the fourth site. -/
theorem lanczosRelation_witness :
    LanczosRelation (n := 2)
      (!![0, 1, 0, 0; 1, 0, 1, 0; 0, 1, 0, 1; 0, 0, 1, 0] : Matrix (Fin 4) (Fin 4) ℂ)
      !![1, 0, 0; 0, 1, 0; 0, 0, 1; 0, 0, 0]
      !![0, 1, 0; 1, 0, 1; 0, 1, 0] ![0, 0, 0, 1] where
  herm := Matrix.IsHermitian.ext fun i j => by fin_cases i <;> fin_cases j <;> simp
  orth := by
    ext i j
    fin_cases i <;> fin_cases j <;> simp [Matrix.mul_apply, Fin.sum_univ_succ]
  step := by
    ext i j
    simp only [Matrix.add_apply, Matrix.mul_apply, vecMulVec_apply]
    fin_cases i <;> fin_cases j <;>
      simp [Fin.sum_univ_succ, Fin.ext_iff]
  resid := by
    ext i
    fin_cases i <;> simp [mulVec, dotProduct, Fin.sum_univ_succ]
  hess := by
    intro i j
    fin_cases i <;> fin_cases j <;> simp

end LanczosMoments
```

```lean
#print axioms LanczosMoments.LanczosRelation.moment_eq
-- 'LanczosMoments.LanczosRelation.moment_eq' depends on axioms: [propext, Classical.choice, Quot.sound]
#print axioms LanczosMoments.LanczosRelation.next_moment_iff
-- 'LanczosMoments.LanczosRelation.next_moment_iff' depends on axioms: [propext, Classical.choice, Quot.sound]
```
